# The quantum metric of a path of unit vectors is its least squared speed over all rephasings

Let u(t) be a differentiable path of unit vectors in ℂⁿ, with P = uu* and a prime for d/dt. At every t,

tr(P'²) = 2(‖u'‖² − |⟨u,u'⟩|²).

Half this trace, the quantum metric along the path, is therefore at most ‖u'‖², with equality exactly when ⟨u,u'⟩ = 0. It is also the smallest squared speed that any differentiable change of phase can give at that t. For a finite-dimensional, one-parameter family, such as a single isolated Bloch band of a lattice model along a line in k-space, it is the squared rate at which the amplitudes change in a fixed orthonormal basis convention, apart from any change of their common phase. Parameter-dependent phases that differ from one component to another can change it.

## States, projector and metric

```lean
import Mathlib

open Matrix

namespace QuantumMetricPath

noncomputable section

variable {n : Type*} [Fintype n]
```

The labels of an orthonormal basis form an arbitrary finite type `n`, and a state vector is a function `n → ℂ`, its list of amplitudes.

```lean
/-- The Hermitian overlap `⟨x, y⟩` of two state vectors, conjugate-linear in `x`. -/
def overlap (x y : n → ℂ) : ℂ := ∑ i, star (x i) * y i
```

This is ⟨x,y⟩ = Σᵢ x̄ᵢyᵢ, where `star` is complex conjugation.

```lean
/-- The squared Euclidean norm of a state vector. -/
def sqNorm (x : n → ℂ) : ℝ := ∑ i, ‖x i‖ ^ 2
```

This is ‖x‖² = Σᵢ |xᵢ|². It is written out because Lean's built-in norm on `n → ℂ` is the largest |xᵢ|, not the Euclidean length.

```lean
/-- The matrix `x x*`, which for a unit vector is the projector onto its ray. -/
def rayProjector (x : n → ℂ) : Matrix n n ℂ := Matrix.of fun i j => x i * star (x j)
```

The matrix has entries xᵢx̄ⱼ. It is a projector when x is a unit vector.

```lean
/-- The entrywise time derivative `P'` of the matrix `P = u u*` along a path. -/
def projectorVelocity (u : ℝ → n → ℂ) (t : ℝ) : Matrix n n ℂ :=
  Matrix.of fun i j => deriv (fun s => rayProjector (u s) i j) t
```

P' is the matrix of derivatives of the entries of P.

```lean
/-- The quantum metric along a path of states, `tr (P'²) / 2`. -/
def quantumMetric (u : ℝ → n → ℂ) (t : ℝ) : ℝ :=
  (projectorVelocity u t * projectorVelocity u t).trace.re / 2
```

For a path of unit vectors this is the quantum metric, with its normalisation fixed by the factor 1/2. `.re` takes the real part; the trace formula below shows that nothing is lost.

```lean
/-- The path `exp(iθ) u` obtained by a time-dependent change of phase. -/
def rephase (θ : ℝ → ℝ) (u : ℝ → n → ℂ) : ℝ → n → ℂ :=
  fun s i => Complex.exp (θ s * Complex.I) * u s i
```

The rephased path is e^{iθ(s)}u(s), with θ real.

## Overlaps, phases and components

```lean
private lemma overlap_self (x : n → ℂ) : overlap x x = (sqNorm x : ℂ) := by
  unfold overlap sqNorm
  push_cast
  exact Finset.sum_congr rfl fun i _ => Complex.conj_mul' (x i)
```

⟨x,x⟩ = ‖x‖², read as a complex number.

```lean
private lemma overlap_star (x y : n → ℂ) : overlap y x = star (overlap x y) := by
  unfold overlap
  rw [star_sum]
  refine Finset.sum_congr rfl fun i _ => ?_
  rw [star_mul, star_star]
```

⟨y,x⟩ is the conjugate of ⟨x,y⟩.

```lean
private lemma phase_unit (a : ℝ) :
    star (Complex.exp (a * Complex.I)) * Complex.exp (a * Complex.I) = 1 :=
  (Complex.conj_mul' _).trans (by rw [Complex.norm_exp_ofReal_mul_I]; simp)
```

A phase factor times its conjugate is 1.

```lean
private lemma component {u : ℝ → n → ℂ} (hu : Differentiable ℝ u) (t : ℝ) (i : n) :
    HasDerivAt (fun s => u s i) (deriv u t i) t :=
  hasDerivAt_pi.1 (hu t).hasDerivAt i
```

`HasDerivAt f a t` says that f has derivative a at t. A differentiable vector path can be differentiated component by component.

```lean
private lemma component_star {u : ℝ → n → ℂ} (hu : Differentiable ℝ u) (t : ℝ) (i : n) :
    HasDerivAt (fun s => star (u s i)) (star (deriv u t i)) t :=
  (component hu t i).star
```

The derivative of ūᵢ is the conjugate of uᵢ', since t is real.

## The trace formula

```lean
/-- The product rule for `P = u u*` along a differentiable path: `P' = u' u* + u u'*`. -/
theorem projectorVelocity_eq {u : ℝ → n → ℂ} (hu : Differentiable ℝ u) (t : ℝ) :
    projectorVelocity u t =
      Matrix.of fun i j => deriv u t i * star (u t j) + u t i * star (deriv u t j) := by
  ext i j
  exact ((component hu t i).fun_mul (component_star hu t j)).deriv
```

The product rule on uᵢūⱼ gives

P' = u'u* + uu'*.

The hypothesis `hu` says that u is differentiable at all times.

```lean
/-- Conservation of the norm along a path of unit vectors gives `⟨u', u⟩ + ⟨u, u'⟩ = 0`. -/
theorem overlap_velocity {u : ℝ → n → ℂ} (hu : Differentiable ℝ u)
    (hunit : ∀ s, sqNorm (u s) = 1) (t : ℝ) :
    overlap (deriv u t) (u t) + overlap (u t) (deriv u t) = 0 := by
  have h : HasDerivAt (fun s => overlap (u s) (u s))
      (∑ i, (star (deriv u t i) * u t i + star (u t i) * deriv u t i)) t :=
    HasDerivAt.fun_sum fun i _ => (component_star hu t i).fun_mul (component hu t i)
  have hc : (fun s => overlap (u s) (u s)) = fun _ => (1 : ℂ) := by
    funext s
    rw [overlap_self, hunit, Complex.ofReal_one]
  rw [hc] at h
  have h0 := h.unique (hasDerivAt_const t (1 : ℂ))
  rw [Finset.sum_add_distrib] at h0
  exact h0
```

The hypothesis `hunit` says that ‖u(s)‖² = 1 for all s. Differentiating ⟨u,u⟩ = 1 gives

⟨u',u⟩ + ⟨u,u'⟩ = 0.

Lean computes the derivative by the product rule, observes that the function is constant, and uses the uniqueness of derivatives.

```lean
/-- For a differentiable path of unit vectors and `P = u u*`,
`tr (P'²) = 2 (‖u'‖² - |⟨u, u'⟩|²)` at every time. -/
theorem trace_projectorVelocity_sq {u : ℝ → n → ℂ} (hu : Differentiable ℝ u)
    (hunit : ∀ s, sqNorm (u s) = 1) (t : ℝ) :
    (projectorVelocity u t * projectorVelocity u t).trace =
      ((2 * (sqNorm (deriv u t) - ‖overlap (u t) (deriv u t)‖ ^ 2) : ℝ) : ℂ) := by
  -- expand the trace into products of overlaps
  have hexp : (projectorVelocity u t * projectorVelocity u t).trace =
      overlap (u t) (deriv u t) * overlap (u t) (deriv u t)
      + overlap (deriv u t) (deriv u t) * overlap (u t) (u t)
      + overlap (u t) (u t) * overlap (deriv u t) (deriv u t)
      + overlap (deriv u t) (u t) * overlap (deriv u t) (u t) := by
    rw [projectorVelocity_eq hu]
    simp only [overlap, Finset.sum_mul_sum, ← Finset.sum_add_distrib, Matrix.trace,
      Matrix.diag_apply, Matrix.mul_apply, Matrix.of_apply]
    refine Finset.sum_congr rfl fun i _ => Finset.sum_congr rfl fun j _ => ?_
    ring
  -- the overlap with the velocity is purely imaginary
  have hw := overlap_velocity hu hunit t
  have hn : overlap (deriv u t) (u t) * overlap (u t) (deriv u t) =
      (‖overlap (u t) (deriv u t)‖ : ℂ) ^ 2 := by
    rw [overlap_star (u t) (deriv u t)]
    exact Complex.conj_mul' _
  rw [hexp, overlap_self (u t), overlap_self (deriv u t), hunit]
  push_cast
  linear_combination
    (overlap (deriv u t) (u t) + overlap (u t) (deriv u t)) * hw - 2 * hn
```

Write w = ⟨u,u'⟩. Squaring P' and taking the trace gives four terms:

tr(P'²) = w² + ‖u'‖²‖u‖² + ‖u‖²‖u'‖² + w̄².

This is `hexp`. Since ‖u‖ = 1 and w̄ = −w, both w² and w̄² equal −|w|², and the formula follows.

The proof turns on `linear_combination`, which proves an equation by adding multiples of known ones and leaving the remaining algebra to a ring calculation. Here the known equations are w̄ + w = 0 (`hw`) and w̄w = |w|² (`hn`). The difference between the two sides of the goal is

w² + w̄² + 2|w|² = (w̄ + w)(w̄ + w) − 2(w̄w − |w|²),

which is the combination given in the last line.

```lean
/-- For a differentiable path of unit vectors, the quantum metric is the squared speed of the vector
minus the squared modulus of its overlap with its velocity. -/
theorem quantumMetric_eq {u : ℝ → n → ℂ} (hu : Differentiable ℝ u)
    (hunit : ∀ s, sqNorm (u s) = 1) (t : ℝ) :
    quantumMetric u t = sqNorm (deriv u t) - ‖overlap (u t) (deriv u t)‖ ^ 2 := by
  unfold quantumMetric
  rw [trace_projectorVelocity_sq hu hunit, Complex.ofReal_re]
  ring
```

Halving gives tr(P'²)/2 = ‖u'‖² − |⟨u,u'⟩|².

```lean
/-- For a differentiable path of unit vectors, the quantum metric is at most the squared speed of
the vector, with equality exactly when `⟨u, u'⟩ = 0`. -/
theorem quantumMetric_le_speed {u : ℝ → n → ℂ} (hu : Differentiable ℝ u)
    (hunit : ∀ s, sqNorm (u s) = 1) (t : ℝ) :
    quantumMetric u t ≤ sqNorm (deriv u t) ∧
      (quantumMetric u t = sqNorm (deriv u t) ↔ overlap (u t) (deriv u t) = 0) := by
  rw [quantumMetric_eq hu hunit]
  refine ⟨by linarith [sq_nonneg ‖overlap (u t) (deriv u t)‖], fun h => ?_, fun h => ?_⟩
  · exact norm_eq_zero.1 ((pow_eq_zero_iff two_ne_zero).1 (by linarith))
  · rw [h]
    simp
```

The subtracted term is non-negative, which gives the bound, and it vanishes exactly when ⟨u,u'⟩ = 0. The symbol `∧` joins the two claims; `↔` means "if and only if".

## Changing the phase

```lean
/-- A time-dependent change of phase leaves the quantum metric unchanged. -/
theorem quantumMetric_rephase (θ : ℝ → ℝ) (u : ℝ → n → ℂ) (t : ℝ) :
    quantumMetric (rephase θ u) t = quantumMetric u t := by
  have h : ∀ s, rayProjector (rephase θ u s) = rayProjector (u s) := by
    intro s
    ext i j
    simp only [rayProjector, rephase, Matrix.of_apply]
    rw [star_mul]
    linear_combination (u s i * star (u s j)) * phase_unit (θ s)
  simp only [quantumMetric, projectorVelocity, h]
```

The phases cancel in uᵢūⱼ, so P and the metric are unchanged. This needs neither unit vectors nor differentiability.

```lean
private lemma rephase_hasDerivAt {θ : ℝ → ℝ} {u : ℝ → n → ℂ} (hθ : Differentiable ℝ θ)
    (hu : Differentiable ℝ u) (t : ℝ) :
    HasDerivAt (rephase θ u) (fun i => Complex.exp (θ t * Complex.I) *
      (deriv u t i + deriv θ t * Complex.I * u t i)) t := by
  have he := ((hθ t).hasDerivAt.ofReal_comp.mul_const Complex.I).cexp
  refine hasDerivAt_pi.2 fun i => ?_
  exact (he.fun_mul (component hu t i)).congr_deriv (by ring)
```

For v = e^{iθ}u, the product and chain rules give

v' = e^{iθ}(u' + iθ'u).

```lean
/-- For a differentiable path of unit vectors, a differentiable change of phase `θ` shifts the
overlap `⟨u, u'⟩` by `iθ'`. -/
theorem overlap_rephase {θ : ℝ → ℝ} {u : ℝ → n → ℂ} (hθ : Differentiable ℝ θ)
    (hu : Differentiable ℝ u) (hunit : ∀ s, sqNorm (u s) = 1) (t : ℝ) :
    overlap (rephase θ u t) (deriv (rephase θ u) t) =
      overlap (u t) (deriv u t) + deriv θ t * Complex.I := by
  have h : overlap (rephase θ u t) (deriv (rephase θ u) t) =
      overlap (u t) (deriv u t) + deriv θ t * Complex.I * overlap (u t) (u t) := by
    rw [(rephase_hasDerivAt hθ hu t).deriv]
    simp only [overlap, rephase, Finset.mul_sum, ← Finset.sum_add_distrib]
    refine Finset.sum_congr rfl fun i _ => ?_
    rw [star_mul]
    linear_combination (star (u t i) *
      (deriv u t i + ((deriv θ t : ℝ) : ℂ) * Complex.I * u t i)) * phase_unit (θ t)
  rw [h, overlap_self, hunit, Complex.ofReal_one, mul_one]
```

Taking the overlap with v, and using ‖u‖ = 1,

⟨v,v'⟩ = ⟨u,u'⟩ + iθ'.

```lean
/-- For a differentiable path of unit vectors, the quantum metric at each time is the least squared
speed among all differentiable rephasings of the path, and this minimum is attained. -/
theorem quantumMetric_isLeast {u : ℝ → n → ℂ} (hu : Differentiable ℝ u)
    (hunit : ∀ s, sqNorm (u s) = 1) (t : ℝ) :
    IsLeast {v : ℝ | ∃ θ : ℝ → ℝ, Differentiable ℝ θ ∧ v = sqNorm (deriv (rephase θ u) t)}
      (quantumMetric u t) := by
  have hd : ∀ θ : ℝ → ℝ, Differentiable ℝ θ → Differentiable ℝ (rephase θ u) :=
    fun θ hθ s => (rephase_hasDerivAt hθ hu s).differentiableAt
  have h1 : ∀ (θ : ℝ → ℝ) (s : ℝ), sqNorm (rephase θ u s) = 1 := fun θ s => by
    simpa only [sqNorm, rephase, norm_mul, Complex.norm_exp_ofReal_mul_I, one_mul]
      using hunit s
  constructor
  · -- a linear phase cancels the imaginary overlap at time t
    have hre : (overlap (u t) (deriv u t)).re = 0 := by
      have hw := overlap_velocity hu hunit t
      rw [overlap_star (u t) (deriv u t)] at hw
      have h2 := congrArg Complex.re hw
      rw [Complex.add_re, Complex.zero_re] at h2
      change (overlap (u t) (deriv u t)).re + (overlap (u t) (deriv u t)).re = 0 at h2
      linarith
    let c : ℝ := -(overlap (u t) (deriv u t)).im
    have hθ : Differentiable ℝ (fun s : ℝ => c * s) := by fun_prop
    have hc : deriv (fun s : ℝ => c * s) t = c :=
      (((hasDerivAt_id' t).const_mul c).congr_deriv (mul_one c)).deriv
    refine ⟨fun s => c * s, hθ, ?_⟩
    rw [← quantumMetric_rephase (fun s => c * s) u t]
    refine ((quantumMetric_le_speed (hd _ hθ) (h1 _) t).2).2 ?_
    rw [overlap_rephase hθ hu hunit, hc]
    apply Complex.ext
    · simp [hre]
    · simp [c]
  · -- every rephased path obeys the speed bound with the same metric
    rintro v ⟨θ, hθ, rfl⟩
    rw [← quantumMetric_rephase θ u t]
    exact (quantumMetric_le_speed (hd θ hθ) (h1 θ) t).1

end

end QuantumMetricPath
```

`IsLeast` makes two claims: the metric belongs to the set of squared speeds, and it is a lower bound for that set. The lower bound is the speed inequality applied to v, whose metric is that of u. For membership, ⟨u,u'⟩ is purely imaginary, so the linear phase θ(s) = cs with c = −Im⟨u(t),u'(t)⟩ makes ⟨v,v'⟩ zero at t. The slope is chosen for that one time; the theorem does not provide a single phase that is optimal at all times.

```lean
#print axioms QuantumMetricPath.quantumMetric_isLeast
```

```
'QuantumMetricPath.quantumMetric_isLeast' depends on axioms: [propext, Classical.choice, Quot.sound]
```

## A two-level example

Take u(t) = (1, e^{2it})/√2. Then u' = (0, 2ie^{2it})/√2, so ‖u'‖² = 2 and ⟨u,u'⟩ = i. The metric is 2 − 1 = 1.

Directly, the diagonal of P is constant and its off-diagonal entries are e^{∓2it}/2, with derivatives of modulus 1. Hence tr(P'²) = 2, and half of it is again 1.

The minimising slope is c = −1. It gives v(t) = (e^{−it}, e^{it})/√2, whose squared speed is 1.
